# The gain-loss dimer with coupling $g>0$ and gain rate $c$ has a positive-definite metric exactly when $|c|<g$

Someone who accepts a non-Hermitian Hamiltonian because its eigenvalues are real can end up with probabilities that grow without bound. Take two coupled sites, one with gain and one with loss,
$$H=\begin{pmatrix} ic & g\\ g & -ic\end{pmatrix},\qquad c\in\mathbb R,\; g>0 .$$
Since $H^2=(g^2-c^2)\,1$, at $|c|=g$ both eigenvalues are zero, hence real. But then $H^2=0$, and with $\hbar=1$ the evolution is $e^{-iHt}=1-iHt$, which grows linearly in $t$ on every state with $H\psi\neq0$, whatever norm is used.

A sound test asks for a metric: a positive-definite matrix $M$ with $MH=H^*M$, where $H^*$ is the adjoint. Then $\langle\psi,M\psi\rangle$ is a squared norm, and it is conserved, because its time derivative is $i\langle\psi,(H^*M-MH)\psi\rangle=0$. The claim is that a metric exists if and only if $|c|<g$, and that this is also the condition for unbroken PT symmetry, meaning two linearly independent PT-invariant eigenvectors. For this non-interacting two-site model, it settles when the dynamics is unitary in a suitable inner product.

## The metrics of the dimer

A positive-definite $M$ is Hermitian, so write
$$M=\begin{pmatrix} a & x-iy\\ x+iy & b\end{pmatrix}$$
with real $a,b,x,y$. The upper-left entry of $MH=H^*M$ reads $ica+g(x-iy)=-ica+g(x+iy)$, that is, $gy=ca$. The upper-right entry reads $ga-ic(x-iy)=gb-ic(x-iy)$, that is, $b=a$. The two lower entries repeat these conditions.

With $b=a$ the eigenvalues of $M$ are $a\pm\sqrt{x^2+y^2}$. Both are positive exactly when $a>0$ and $x^2+y^2<a^2$. If a metric exists, then
$$c^2a^2=g^2y^2\le g^2(x^2+y^2)<g^2a^2,$$
so $|c|<g$. Conversely, if $|c|<g$, the choice $a=g$, $x=0$, $y=c$ meets every condition and gives
$$M=\begin{pmatrix} g&-ic\\ ic&g\end{pmatrix}.$$

Positivity cannot be dropped. If it is weakened to "Hermitian and invertible", the claim becomes false: the exchange matrix, with $a=b=y=0$ and $x=1$, satisfies $MH=H^*M$ for every $c$, but its eigenvalues are $1$ and $-1$.

## PT-invariant eigenvectors

Number the sites 0 and 1. PT exchanges them and conjugates the amplitudes, so an invariant vector has the form $u=(p+iq,\,p-iq)$ with $p,q$ real. Let $Hu=Eu$:
$$icu_0+gu_1=Eu_0,\qquad gu_0-icu_1=Eu_1 .$$
Multiply the first equation by $u_1$, the second by $u_0$, and subtract. This leaves $2ic\,u_0u_1+g(u_1^2-u_0^2)=0$. Since $u_0u_1=p^2+q^2$ and $u_1^2-u_0^2=-4ipq$,
$$c(p^2+q^2)=2gpq .$$

Let $v=(s+it,\,s-it)$ be a second such eigenvector. The determinant $u_0v_1-u_1v_0$ equals $-2iD$ with $D=pt-qs$, so independence means $D\ne0$. Set $B=cps-g(pt+qs)+cqt$, the bilinear form belonging to $c(p^2+q^2)-2gpq$. As this quadratic form vanishes on both vectors, its Gram determinant gives
$$(g^2-c^2)D^2=B^2 .$$
If $c^2\ge g^2$, then $B=0$. The form would vanish on a basis and hence everywhere, which contradicts $g>0$. So $|c|<g$.

For the converse let $w=\sqrt{g^2-c^2}>0$. The vectors
$$u=(g+w+ic,\;g+w-ic),\qquad v=(c+i(g+w),\;c-i(g+w))$$
are PT-invariant. The first component of $Hu$ is $g^2-c^2+gw+icw=w(g+w+ic)$. That of $Hv$ is $-cw-i(w^2+gw)=-w(c+i(g+w))$. The second components are the complex conjugates of these. The eigenvalues are therefore $w$ and $-w$, and the determinant is $-4iw(g+w)\neq0$. Division by $2\sqrt{g(g+w)}$ normalises either vector in the ordinary norm.

## The dimer, its metric and PT as Lean definitions

In the complex order opened here, $0<z$ says that $z$ is real and positive.

```lean
import Mathlib

open Matrix
open Complex (I)
open scoped ComplexConjugate ComplexOrder

namespace GainLossDimerMetric

noncomputable section
```

The parameters are real and the entries complex. The constant $c$ is an effective rate standing for a source at one site and a drain at the other, neither of which is modelled. A negative $c$ swaps their roles.

```lean
/-- The gain-loss dimer: gain `c` on one site, loss `c` on the other, coupling `g`. -/
def dimer (c g : ℝ) : Matrix (Fin 2) (Fin 2) ℂ :=
  !![I * c, (g : ℂ); (g : ℂ), -(I * c)]
```

`IsMetric` is the definition used above: `Hᴴ` is the adjoint, and `PosDef` includes Hermiticity.

```lean
/-- `M` is a metric for `H`: it is positive definite and satisfies `M H = H* M`. -/
def IsMetric (H M : Matrix (Fin 2) (Fin 2) ℂ) : Prop :=
  M.PosDef ∧ M * H = Hᴴ * M
```

The next matrix has the equal diagonal entries that the derivation forces.

```lean
/-- The Hermitian matrix with equal diagonal entries `a` and upper off-diagonal entry `x - i y`. -/
def overlap (a x y : ℝ) : Matrix (Fin 2) (Fin 2) ℂ :=
  !![(a : ℂ), x - I * y; x + I * y, (a : ℂ)]
```

PT is a function on vectors and not a matrix, because it is antilinear.

```lean
/-- The antilinear operation PT: exchange the two sites and conjugate the amplitudes. -/
def PT (v : Fin 2 → ℂ) : Fin 2 → ℂ := ![conj (v 1), conj (v 0)]
```

`UnbrokenPT` asks for two eigenvectors with nonzero determinant. The eigenvalues `E` and `F` may be any complex numbers; their reality is not assumed. Exact invariance `PT u = u` is no stronger than invariance up to a phase, since half of that phase can be absorbed into the vector.

```lean
/-- Unbroken PT symmetry: the dimer has two linearly independent eigenvectors
(nonzero determinant), each invariant under PT. -/
def UnbrokenPT (c g : ℝ) : Prop :=
  ∃ (u v : Fin 2 → ℂ) (E F : ℂ),
    dimer c g *ᵥ u = E • u ∧ dimer c g *ᵥ v = F • v ∧
    PT u = u ∧ PT v = v ∧ u 0 * v 1 - u 1 * v 0 ≠ 0
```

That PT is a symmetry of $H$ is checked component by component. The later proofs do not call this theorem, but it justifies the name.

```lean
/-- The dimer Hamiltonian commutes with PT. -/
theorem PT_dimer (c g : ℝ) (v : Fin 2 → ℂ) :
    PT (dimer c g *ᵥ v) = dimer c g *ᵥ PT v := by
  ext i
  fin_cases i <;> simp [PT, dimer, Matrix.mulVec, dotProduct, Fin.sum_univ_two] <;> ring
```

## Positivity and the classification of metrics

The first lemma expands $\langle v,Mv\rangle$ in real and imaginary parts, which turns positivity into a question about four real variables.

```lean
/-- The quadratic form `⟨v, M v⟩` of `M = overlap a x y`, written in real and imaginary parts of the
two amplitudes. -/
theorem overlap_form (a x y : ℝ) (v : Fin 2 → ℂ) :
    star v ⬝ᵥ (overlap a x y *ᵥ v) =
      ((a * ((v 0).re * (v 0).re + (v 0).im * (v 0).im
          + (v 1).re * (v 1).re + (v 1).im * (v 1).im)
        + 2 * (x * ((v 0).re * (v 1).re + (v 0).im * (v 1).im)
          + y * ((v 0).re * (v 1).im - (v 0).im * (v 1).re)) : ℝ) : ℂ) := by
  apply Complex.ext <;>
    simp [overlap, Matrix.mulVec, dotProduct, Fin.sum_univ_two] <;> ring
```

The positivity criterion is proved without eigenvalues. In the forward direction, the vector $(1,0)$ gives $a>0$, and $(-(x-iy),a)$ gives $a(a^2-x^2-y^2)>0$. In the other direction, let $N$ be the ordinary squared length of $v$, which is positive for $v\ne0$. Then $2a\langle v,Mv\rangle$ equals $(a^2-x^2-y^2)N$ plus four squares, the ones listed in the last `linarith` call.

```lean
/-- The matrix `overlap a x y` is positive definite exactly when `a > 0` and
`x² + y² < a²`. -/
theorem overlap_posDef_iff (a x y : ℝ) :
    (overlap a x y).PosDef ↔ 0 < a ∧ x ^ 2 + y ^ 2 < a ^ 2 := by
  constructor
  · intro h
    have pos : ∀ v : Fin 2 → ℂ, v ≠ 0 → 0 < star v ⬝ᵥ (overlap a x y *ᵥ v) :=
      fun v hv => h.dotProduct_mulVec_pos hv
    -- test on the first site
    have h1 := pos ![1, 0] (fun h0 => by simpa using congrFun h0 0)
    rw [overlap_form] at h1
    have ha : 0 < a := by
      have h2 := Complex.zero_lt_real.mp h1
      simpa using h2
    -- test on the vector that detects the determinant
    have h3 := pos ![-(x - I * y), (a : ℂ)]
      (fun h0 => ha.ne' (by simpa using congrFun h0 1))
    rw [overlap_form] at h3
    have h4 := Complex.zero_lt_real.mp h3
    simp at h4
    have h5 : 0 < a * (a ^ 2 - x ^ 2 - y ^ 2) := by linarith
    have h6 := (mul_pos_iff_of_pos_left ha).mp h5
    exact ⟨ha, by linarith⟩
  · rintro ⟨ha, hxy⟩
    rw [Matrix.posDef_iff_dotProduct_mulVec]
    refine ⟨?_, ?_⟩
    · unfold Matrix.IsHermitian
      ext i j
      fin_cases i <;> fin_cases j <;> simp [overlap]
      ring
    · intro v hv
      rw [overlap_form]
      apply Complex.zero_lt_real.mpr
      generalize hp : (v 0).re = p
      generalize hq : (v 0).im = q
      generalize hs : (v 1).re = s
      generalize ht : (v 1).im = t
      have hN : 0 < p * p + q * q + s * s + t * t := by
        by_contra hn
        have p2 := mul_self_nonneg p
        have q2 := mul_self_nonneg q
        have s2 := mul_self_nonneg s
        have t2 := mul_self_nonneg t
        have p0 : p = 0 := mul_self_eq_zero.mp (by linarith)
        have q0 : q = 0 := mul_self_eq_zero.mp (by linarith)
        have s0 : s = 0 := mul_self_eq_zero.mp (by linarith)
        have t0 : t = 0 := mul_self_eq_zero.mp (by linarith)
        have v0 : v 0 = 0 := Complex.ext (by simp [hp, p0]) (by simp [hq, q0])
        have v1 : v 1 = 0 := Complex.ext (by simp [hs, s0]) (by simp [ht, t0])
        apply hv
        ext i
        fin_cases i <;> simp [v0, v1]
      -- complete the squares
      have hm := mul_pos (sub_pos.mpr hxy) hN
      apply (mul_pos_iff_of_pos_left (by positivity : 0 < 2 * a)).mp
      linarith [sq_nonneg (a * p + x * s + y * t), sq_nonneg (a * q + x * t - y * s),
        sq_nonneg (a * s + x * p - y * q), sq_nonneg (a * t + x * q + y * p)]
```

The classification assumes $g>0$, which its docstring leaves out. At $g=c=0$ it would fail: the Hamiltonian is then zero, and every positive-definite matrix is a metric, also with unequal diagonal entries. The proof follows the entry comparison above. Hermiticity makes the diagonal real and ties the off-diagonal entries together. Then `e0` yields $gy=ca$ and `e1` yields equal diagonal entries, with $y$ appearing as `-(M 0 1).im`. The converse verifies the matrix equation entry by entry.

```lean
/-- All metrics of the dimer: they are the matrices `overlap a x y` with `g y = c a`,
`a > 0` and `x² + y² < a²`. -/
theorem isMetric_iff {c g : ℝ} (hg : 0 < g) (M : Matrix (Fin 2) (Fin 2) ℂ) :
    IsMetric (dimer c g) M ↔ ∃ a x y : ℝ,
      M = overlap a x y ∧ g * y = c * a ∧ 0 < a ∧ x ^ 2 + y ^ 2 < a ^ 2 := by
  constructor
  · rintro ⟨h, hM⟩
    -- Hermiticity, entry by entry
    have i0 := congrArg Complex.im (h.isHermitian.apply 0 0)
    have i1 := congrArg Complex.im (h.isHermitian.apply 1 1)
    have r10 := congrArg Complex.re (h.isHermitian.apply 1 0)
    have m10 := congrArg Complex.im (h.isHermitian.apply 1 0)
    simp only [Complex.star_def, Complex.conj_re, Complex.conj_im] at i0 i1 r10 m10
    have j0 : (M 0 0).im = 0 := by linarith
    have j1 : (M 1 1).im = 0 := by linarith
    -- the intertwining relation makes the diagonal entries equal and ties the imaginary part to them
    have e0 := congrArg Complex.im (congrFun (congrFun hM 0) 0)
    have e1 := congrArg Complex.re (congrFun (congrFun hM 0) 1)
    simp [dimer, Matrix.mul_apply, Fin.sum_univ_two] at e0 e1
    have d : (M 1 1).re = (M 0 0).re := mul_left_cancel₀ hg.ne' (by linarith)
    have hy : g * (-(M 0 1).im) = c * (M 0 0).re := by
      rw [← m10] at e0
      linarith
    have hE : M = overlap (M 0 0).re (M 0 1).re (-(M 0 1).im) := by
      ext i j
      fin_cases i <;> fin_cases j <;> apply Complex.ext <;>
        simp [overlap, j0, j1, d, ← r10, ← m10]
    have hP := h
    rw [hE] at hP
    exact ⟨_, _, _, hE, hy, (overlap_posDef_iff _ _ _).mp hP⟩
  · rintro ⟨a, x, y, rfl, hy, hpos⟩
    refine ⟨(overlap_posDef_iff a x y).mpr hpos, ?_⟩
    ext i j
    fin_cases i <;> fin_cases j <;> apply Complex.ext <;>
      simp [overlap, dimer, Matrix.mul_apply, Fin.sum_univ_two] <;> linarith
```

## The PT phase and the equivalence

The relation $c(p^2+q^2)=2gpq$ comes from the same elimination: `h0` and `h1` are the two eigenvalue equations, `e` is their combination without $E$, and the imaginary part of `e` is twice the result.

```lean
/-- A PT-invariant eigenvector with first amplitude `p + i q` satisfies
`c (p² + q²) = 2 g p q`. -/
theorem eigenvector_relation {c g : ℝ} {u : Fin 2 → ℂ} {E : ℂ}
    (hu : dimer c g *ᵥ u = E • u) (hP : PT u = u) :
    c * ((u 0).re ^ 2 + (u 0).im ^ 2) = 2 * g * (u 0).re * (u 0).im := by
  have h0 : I * c * u 0 + g * u 1 = E * u 0 := by
    simpa [dimer, Matrix.mulVec, dotProduct, Fin.sum_univ_two] using congrFun hu 0
  have h1 : g * u 0 + -(I * c * u 1) = E * u 1 := by
    simpa [dimer, Matrix.mulVec, dotProduct, Fin.sum_univ_two] using congrFun hu 1
  have hc : conj (u 0) = u 1 := by simpa [PT] using congrFun hP 1
  -- eliminate the eigenvalue
  have e : (I * c * u 0 + g * u 1) * u 1 = (g * u 0 + -(I * c * u 1)) * u 0 := by
    linear_combination u 1 * h0 - u 0 * h1
  rw [← hc] at e
  have e' := congrArg Complex.im e
  simp only [Complex.mul_im, Complex.mul_re, Complex.add_im, Complex.add_re, Complex.neg_im,
    Complex.neg_re, Complex.I_re, Complex.I_im, Complex.ofReal_re, Complex.ofReal_im,
    Complex.conj_re, Complex.conj_im] at e'
  linear_combination e' / 2
```

In the forward direction, `key` is the identity $(g^2-c^2)D^2=B^2$. Assuming $c^2\ge g^2$, `hB` gives $B=0$, and `hz` replaces the remark about a form vanishing on a basis by an explicit combination that yields $gD^2=0$. This contradicts $g>0$ and $D\neq0$. The reverse direction supplies the two unnormalised eigenvectors and checks the eigenvalue equations, the invariance and the determinant.

```lean
/-- For `g > 0`, PT symmetry of the dimer is unbroken exactly when `|c| < g`. -/
theorem unbrokenPT_iff {c g : ℝ} (hg : 0 < g) : UnbrokenPT c g ↔ |c| < g := by
  constructor
  · rintro ⟨u, v, E, F, hu, hv, hPu, hPv, hdet⟩
    have qu := eigenvector_relation hu hPu
    have qv := eigenvector_relation hv hPv
    have cu : conj (u 0) = u 1 := by simpa [PT] using congrFun hPu 1
    have cv : conj (v 0) = v 1 := by simpa [PT] using congrFun hPv 1
    have hD : (u 0).re * (v 0).im - (u 0).im * (v 0).re ≠ 0 := by
      intro hD
      apply hdet
      rw [← cu, ← cv]
      apply Complex.ext <;> simp
      linarith
    generalize (u 0).re = p at *
    generalize (u 0).im = q at *
    generalize (v 0).re = s at *
    generalize (v 0).im = t at *
    -- the Gram determinant of the quadratic form on its two null vectors
    have key : (g ^ 2 - c ^ 2) * (p * t - q * s) ^ 2
        = (c * p * s - g * (p * t + q * s) + c * q * t) ^ 2 := by
      linear_combination (-(c * (s ^ 2 + t ^ 2) - 2 * g * s * t)) * qu
    apply abs_lt_of_sq_lt_sq _ hg.le
    by_contra hn
    have hB : c * p * s - g * (p * t + q * s) + c * q * t = 0 := by
      apply (pow_eq_zero_iff two_ne_zero).mp
      apply le_antisymm _ (sq_nonneg _)
      linarith [mul_nonneg (sub_nonneg.mpr (not_lt.mp hn)) (sq_nonneg (p * t - q * s))]
    have hz : g * (p * t - q * s) ^ 2 = 0 := by
      linear_combination s * t * qu + p * q * qv - (t * p + q * s) * hB
    exact mul_ne_zero hg.ne' (pow_ne_zero 2 hD) hz
  · intro h
    have hc : c ^ 2 < g ^ 2 := sq_lt_sq.mpr (by rwa [abs_of_pos hg])
    obtain ⟨w, hw0, hw⟩ : ∃ w : ℝ, 0 ≤ w ∧ w * w = g ^ 2 - c ^ 2 :=
      ⟨√(g ^ 2 - c ^ 2), Real.sqrt_nonneg _, Real.mul_self_sqrt (by linarith)⟩
    -- explicit eigenvectors for the eigenvalues w and -w
    refine ⟨![g + w + I * c, g + w - I * c], ![c + I * (g + w), c - I * (g + w)],
      w, -w, ?_, ?_, ?_, ?_, ?_⟩
    · ext i
      fin_cases i <;> apply Complex.ext <;>
        simp [dimer, Matrix.mulVec, dotProduct, Fin.sum_univ_two] <;> linarith
    · ext i
      fin_cases i <;> apply Complex.ext <;>
        simp [dimer, Matrix.mulVec, dotProduct, Fin.sum_univ_two] <;> linarith
    · ext i
      fin_cases i <;> apply Complex.ext <;> simp [PT]
    · ext i
      fin_cases i <;> apply Complex.ext <;> simp [PT]
    · intro h0
      have h1 := congrArg Complex.im h0
      simp at h1
      nlinarith [mul_nonneg hg.le hw0, mul_self_nonneg w]
```

The last theorem has the single hypothesis $g>0$, which excludes uncoupled sites and fixes the sign of the coupling. Its first part says that some metric exists if and only if $|c|<g$; its second says that some metric exists if and only if PT is unbroken. The proof of `main` takes $a,x,y$ from the classification and runs the inequality $c^2a^2=g^2y^2<g^2a^2$; conversely, it supplies `overlap g 0 c`. The second part then follows by chaining with `unbrokenPT_iff`. These are algebraic statements about one family of $2\times2$ matrices; the time evolution that motivates them does not enter the code.

```lean
/-- A positive-definite `M` with `M H = H* M` exists if and only if `|c| < g`, and if and only if
the PT symmetry of the dimer is unbroken. -/
theorem exists_metric_iff {c g : ℝ} (hg : 0 < g) :
    ((∃ M, IsMetric (dimer c g) M) ↔ |c| < g) ∧
    ((∃ M, IsMetric (dimer c g) M) ↔ UnbrokenPT c g) := by
  have main : (∃ M, IsMetric (dimer c g) M) ↔ |c| < g := by
    constructor
    · rintro ⟨M, hM⟩
      obtain ⟨a, x, y, -, hy, ha, hxy⟩ := (isMetric_iff hg M).mp hM
      have h1 : g ^ 2 * y ^ 2 < g ^ 2 * a ^ 2 :=
        mul_lt_mul_of_pos_left (by linarith [sq_nonneg x]) (by positivity)
      have h2 : c ^ 2 * a ^ 2 = g ^ 2 * y ^ 2 := by
        linear_combination (-(g * y + c * a)) * hy
      exact abs_lt_of_sq_lt_sq
        (lt_of_mul_lt_mul_right (h2.trans_lt h1) (sq_nonneg a)) hg.le
    · intro h
      have hc : c ^ 2 < g ^ 2 := sq_lt_sq.mpr (by rwa [abs_of_pos hg])
      exact ⟨overlap g 0 c, (isMetric_iff hg _).mpr
        ⟨g, 0, c, rfl, mul_comm g c, hg, by linarith⟩⟩
  exact ⟨main, main.trans (unbrokenPT_iff hg).symm⟩

end

end GainLossDimerMetric
```

```lean
#print axioms GainLossDimerMetric.PT_dimer
-- 'GainLossDimerMetric.PT_dimer' depends on axioms: [propext, Classical.choice, Quot.sound]
#print axioms GainLossDimerMetric.exists_metric_iff
-- 'GainLossDimerMetric.exists_metric_iff' depends on axioms: [propext, Classical.choice, Quot.sound]
```
